# One spin flip on a spin-s state with S_z = s reaches only S² eigenvalues k(k+1) with k = s−1, s, s+1

Flip the spin of one electron in a triplet diradical, and the result is in general no longer an eigenstate of $S^2$. Suppose its mean $\langle S^2\rangle$ comes out as 1. With no bound on the spins involved, that number could hide admixtures of septets and higher. The bound derived here leaves singlet, triplet and quintet.

The reference $\psi$ satisfies $S_+\psi=0$ and $S_z\psi=s\psi$ (with $\hbar=1$): a state of pure spin $s$ with the largest projection. The flipped state is $\varphi=a^\dagger_{p\downarrow}a_{q\uparrow}\psi$. The simplest spin-flip methods build low-spin states as linear combinations of such flips. The result applies to these for finitely many orbitals and a spin-pure reference, so a spin-contaminated unrestricted reference does not qualify. Methods that add terms exciting further electrons are not covered.

In Lean 4 with Mathlib:

```lean
import Mathlib

open Matrix

namespace SpinFlipThreeSpins

noncomputable section
```

## Electrons as anticommuting matrices

Each electron carries a spin label, $\uparrow$ or $\downarrow$.

```lean
/-- The two spin labels of an electron. -/
inductive Spin
  | up
  | down
  deriving DecidableEq
```

The annihilator $a_{p\sigma}$ is a complex matrix `a p σ` on a finite-dimensional space, and its conjugate transpose, written `ᴴ`, is the creator. The hypothesis `IsCAR` stands for Fermi statistics in orthonormal spatial orbitals shared by both spins:

$$\{a_{p\sigma},a_{q\tau}\}=0,\qquad \{a_{p\sigma},a^\dagger_{q\tau}\}=\delta_{pq}\delta_{\sigma\tau}.$$

```lean
variable {ι n : Type*} [DecidableEq ι] [Fintype n] [DecidableEq n]
variable (a : ι → Spin → Matrix n n ℂ)

/-- The canonical anticommutation relations for annihilators `a p σ` and their adjoints. -/
structure IsCAR : Prop where
  anti : ∀ p σ q τ, a p σ * a q τ + a q τ * a p σ = 0
  mixed : ∀ p σ q τ, a p σ * (a q τ)ᴴ + (a q τ)ᴴ * a p σ = if p = q ∧ σ = τ then 1 else 0
```

An excitation moves one electron: $E_{p\sigma,q\tau}=a^\dagger_{p\sigma}a_{q\tau}$.

```lean
/-- The excitation operator that moves an electron from `q, τ` to `p, σ`. -/
def excite (p : ι) (σ : Spin) (q : ι) (τ : Spin) : Matrix n n ℂ := (a p σ)ᴴ * a q τ
```

For the commutator of two excitations, write $A=a^\dagger_{p\sigma}$, $B=a_{q\tau}$, $C=a^\dagger_{r\mu}$, $D=a_{t\nu}$. Since $AC=-CA$ and $BD=-DB$,

$$ABCD=A\{B,C\}D-ACBD=A\{B,C\}D-CADB=A\{B,C\}D-C\{D,A\}B+CDAB.$$

Inserting the anticommutators gives

$$[E_{p\sigma,q\tau},E_{r\mu,t\nu}]=\delta_{qr}\delta_{\tau\mu}E_{p\sigma,t\nu}-\delta_{tp}\delta_{\nu\sigma}E_{r\mu,q\tau}.$$

In the code, `key` is the identity for $A,B,C,D$, and the `if` expressions are the Kronecker deltas.

```lean
variable {a} in
/-- For CAR operators the commutator of two excitations is a combination of excitations. -/
theorem excite_comm (h : IsCAR a) (p q r t : ι) (σ τ μ ν : Spin) :
    excite a p σ q τ * excite a r μ t ν - excite a r μ t ν * excite a p σ q τ =
      (if q = r ∧ τ = μ then excite a p σ t ν else 0) -
        (if t = p ∧ ν = σ then excite a r μ q τ else 0) := by
  have key : ∀ A B C D x y : Matrix n n ℂ, B * C + C * B = x → D * A + A * D = y →
      A * C + C * A = 0 → B * D + D * B = 0 →
      A * B * (C * D) - C * D * (A * B) = A * x * D - C * y * B := by
    intro A B C D x y h1 h2 h3 h4
    linear_combination (norm := noncomm_ring) A * h1 * D - C * h2 * B + h3 * D * B - A * C * h4
  have h3 : (a p σ)ᴴ * (a r μ)ᴴ + (a r μ)ᴴ * (a p σ)ᴴ = 0 := by
    rw [← conjTranspose_mul, ← conjTranspose_mul, ← conjTranspose_add, h.anti,
      conjTranspose_zero]
  unfold excite
  rw [key _ _ _ _ _ _ (h.mixed q τ r μ) (h.mixed t ν p σ) h3 (h.anti q τ t ν)]
  split_ifs <;> simp
```

## Spin operators from orbital sums

Summing over a finite set of orbitals gives $T_{\sigma\tau}=\sum_r E_{r\sigma,r\tau}$, which turns spin $\tau$ into spin $\sigma$.

```lean
variable [Fintype ι]

/-- The sum over all orbitals of the operators that turn spin `τ` into spin `σ`. -/
def transfer (σ τ : Spin) : Matrix n n ℂ := ∑ r, excite a r σ r τ
```

The raising operator is $S_+=T_{\uparrow\downarrow}$.

```lean
/-- The spin raising operator. -/
def Splus : Matrix n n ℂ := transfer a .up .down
```

The lowering operator is $S_-=T_{\downarrow\uparrow}$.

```lean
/-- The spin lowering operator. -/
def Sminus : Matrix n n ℂ := transfer a .down .up
```

The projection is $S_z=\tfrac12(T_{\uparrow\uparrow}-T_{\downarrow\downarrow})$.

```lean
/-- The spin projection: half the number of up electrons minus down electrons. -/
def Sz : Matrix n n ℂ := (1 / 2 : ℂ) • (transfer a .up .up - transfer a .down .down)
```

The total spin is $S^2=\tfrac12(S_+S_-+S_-S_+)+S_z^2$.

```lean
/-- The total spin operator `S²`, written with the ladder operators. -/
def Ssq : Matrix n n ℂ :=
  (1 / 2 : ℂ) • (Splus a * Sminus a + Sminus a * Splus a) + Sz a * Sz a
```

The factor $F_k=S^2-k(k+1)$, for real $k$, removes any component of spin $k$.

```lean
/-- The factor `S² - k(k+1)`. -/
def spinFilter (k : ℝ) : Matrix n n ℂ := Ssq a - ((k : ℂ) * (k + 1)) • (1 : Matrix n n ℂ)
```

In the commutator of $T_{\sigma\tau}$ with an excitation, the orbital deltas collapse the sum:

$$[T_{\sigma\tau},E_{p\mu,q\nu}]=\delta_{\tau\mu}E_{p\sigma,q\nu}-\delta_{\nu\sigma}E_{p\mu,q\tau}.$$

```lean
variable {a}

/-- For CAR operators, the commutator of the spin transfer `σ τ` with an excitation is the
excitation with creator label `σ` (present if `τ = μ`) minus the excitation with annihilator label
`τ` (present if `ν = σ`). -/
theorem transfer_comm (h : IsCAR a) (σ τ μ ν : Spin) (p q : ι) :
    transfer a σ τ * excite a p μ q ν - excite a p μ q ν * transfer a σ τ =
      (if τ = μ then excite a p σ q ν else 0) - (if ν = σ then excite a p μ q τ else 0) := by
  rw [transfer, Finset.sum_mul, Finset.mul_sum, ← Finset.sum_sub_distrib]
  simp only [excite_comm h, Finset.sum_sub_distrib]
  by_cases h1 : τ = μ <;> by_cases h2 : ν = σ <;> simp [h1, h2]
```

Setting $q=p$ and summing over $p$ gives $[T_{\sigma\tau},T_{\mu\nu}]=\delta_{\tau\mu}T_{\sigma\nu}-\delta_{\nu\sigma}T_{\mu\tau}$, which is `T` in the proof. Choosing the spin labels yields

$$[S_+,S_-]=2S_z,\qquad [S_z,S_\pm]=\pm S_\pm.$$

```lean
/-- The spin operators built from CAR operators obey the angular momentum algebra. -/
theorem spin_algebra (h : IsCAR a) :
    Splus a * Sminus a - Sminus a * Splus a = (2 : ℂ) • Sz a ∧
    Sz a * Splus a - Splus a * Sz a = Splus a ∧
    Sz a * Sminus a - Sminus a * Sz a = -Sminus a := by
  have T : ∀ σ τ μ ν, transfer a σ τ * transfer a μ ν - transfer a μ ν * transfer a σ τ =
      (if τ = μ then transfer a σ ν else 0) - (if ν = σ then transfer a μ τ else 0) := by
    intro σ τ μ ν
    rw [show transfer a μ ν = ∑ p, excite a p μ p ν from rfl, Finset.mul_sum,
      Finset.sum_mul, ← Finset.sum_sub_distrib]
    simp only [transfer_comm h, Finset.sum_sub_distrib]
    by_cases h1 : τ = μ <;> by_cases h2 : ν = σ <;> simp [h1, h2, transfer]
  have h0 := T .up .down .down .up
  have h1 := T .up .up .up .down
  have h2 := T .down .down .up .down
  have h3 := T .up .up .down .up
  have h4 := T .down .down .down .up
  simp only [reduceCtorEq, if_true, if_false] at h0 h1 h2 h3 h4
  simp only [Splus, Sminus, Sz, smul_mul_assoc, mul_smul_comm, sub_mul, mul_sub]
  refine ⟨?_, ?_, ?_⟩
  · linear_combination (norm := module) h0
  · linear_combination (norm := module) (1 / 2 : ℂ) • h1 - (1 / 2 : ℂ) • h2
  · linear_combination (norm := module) (1 / 2 : ℂ) • h3 - (1 / 2 : ℂ) • h4
```

Replacing $S_+S_-$ by $S_-S_++2S_z$ in the definition gives $S^2=S_-S_++S_z^2+S_z$. Then

$$[S^2,S_-]=2S_-S_z-S_zS_--S_-S_z+[S_z,S_-]=0.$$

```lean
/-- For CAR operators `S² = S₋S₊ + S_z² + S_z`, and `S²` commutes with `S₋`. -/
theorem total_spin (h : IsCAR a) :
    Ssq a = Sminus a * Splus a + Sz a * Sz a + Sz a ∧
    Ssq a * Sminus a = Sminus a * Ssq a := by
  obtain ⟨h1, -, h3⟩ := spin_algebra h
  have e : Ssq a = Sminus a * Splus a + Sz a * Sz a + Sz a := by
    unfold Ssq
    linear_combination (norm := module) (1 / 2 : ℂ) • h1
  refine ⟨e, ?_⟩
  rw [two_smul] at h1
  rw [e]
  linear_combination (norm := noncomm_ring) Sminus a * h1 + Sz a * h3 + h3 * Sz a
```

## Three factors become three raisings

If $S_zv=kv$, then $S^2v=S_-S_+v+k(k+1)v$, so

$$F_kv=S_-S_+v,\qquad S_zS_+v=S_+S_zv+S_+v=(k+1)S_+v.$$

The vector $S_+v$ may be zero. The symbol `*ᵥ` is a matrix acting on a vector.

```lean
/-- For CAR operators and a vector `v` with spin projection `k`, the factor `S² - k(k+1)`
acts as `S₋S₊`, and `S₊v` satisfies the `S_z` eigenvalue equation with `k+1`. -/
theorem filter_step (h : IsCAR a) {v : n → ℂ} {k : ℝ} (hv : Sz a *ᵥ v = (k : ℂ) • v) :
    spinFilter a k *ᵥ v = Sminus a *ᵥ Splus a *ᵥ v ∧
    Sz a *ᵥ Splus a *ᵥ v = ((k + 1 : ℝ) : ℂ) • (Splus a *ᵥ v) := by
  constructor
  · rw [spinFilter, (total_spin h).1]
    simp only [sub_mulVec, add_mulVec, ← mulVec_mulVec, hv, mulVec_smul, smul_mulVec,
      one_mulVec]
    module
  · have c : Sz a * Splus a = Splus a * Sz a + Splus a := by
      linear_combination (norm := module) (spin_algebra h).2.1
    rw [mulVec_mulVec, c, add_mulVec, ← mulVec_mulVec, hv, mulVec_smul]
    push_cast
    module
```

Because $S_+\psi=0$, raising an excitation of $\psi$ amounts to commuting with it, which is `r` in the proof:

$$S_+\varphi=(E_{p\uparrow,q\uparrow}-E_{p\downarrow,q\downarrow})\psi.$$

A second raising uses $S_+E_{p\uparrow,q\uparrow}\psi=-E_{p\uparrow,q\downarrow}\psi$ and $S_+E_{p\downarrow,q\downarrow}\psi=E_{p\uparrow,q\downarrow}\psi$:

$$S_+^2\varphi=-2E_{p\uparrow,q\downarrow}\psi.$$

The operator $E_{p\uparrow,q\downarrow}$ commutes with $S_+$, so $S_+^3\varphi=0$. Also $[S_z,E_{p\downarrow,q\uparrow}]=-E_{p\downarrow,q\uparrow}$, hence $S_z\varphi=(s-1)\varphi$.

```lean
/-- For CAR operators and `S₊ψ = 0`, `S_zψ = sψ`, the single flip `φ = a†_{p↓} a_{q↑} ψ` has
`S_zφ = (s-1)φ`, `S₊²φ = -2 a†_{p↑} a_{q↓} ψ` and `S₊³φ = 0`. -/
theorem flip_ladder (h : IsCAR a) {ψ : n → ℂ} {s : ℝ} (hp : Splus a *ᵥ ψ = 0)
    (hz : Sz a *ᵥ ψ = (s : ℂ) • ψ) (p q : ι) :
    Sz a *ᵥ excite a p .down q .up *ᵥ ψ =
      ((s - 1 : ℝ) : ℂ) • (excite a p .down q .up *ᵥ ψ) ∧
    Splus a *ᵥ Splus a *ᵥ excite a p .down q .up *ᵥ ψ =
      (-2 : ℂ) • (excite a p .up q .down *ᵥ ψ) ∧
    Splus a *ᵥ Splus a *ᵥ Splus a *ᵥ excite a p .down q .up *ᵥ ψ = 0 := by
  -- on ψ, raising an excitation is the same as commuting with it
  have r : ∀ μ ν, Splus a *ᵥ excite a p μ q ν *ᵥ ψ =
      ((if Spin.down = μ then excite a p .up q ν else 0) -
        (if ν = Spin.up then excite a p μ q .down else 0)) *ᵥ ψ := by
    intro μ ν
    have hp' : transfer a .up .down *ᵥ ψ = 0 := hp
    rw [← transfer_comm h .up .down μ ν p q]
    simp only [sub_mulVec, ← mulVec_mulVec, hp', mulVec_zero, sub_zero, Splus]
  have e1 := r .down .up
  have e2 := r .up .up
  have e3 := r .down .down
  have e4 := r .up .down
  simp only [reduceCtorEq, if_true, if_false, sub_mulVec, zero_mulVec, sub_zero,
    zero_sub, neg_mulVec] at e1 e2 e3 e4
  have two : Splus a *ᵥ Splus a *ᵥ excite a p .down q .up *ᵥ ψ =
      (-2 : ℂ) • (excite a p .up q .down *ᵥ ψ) := by
    rw [e1, mulVec_sub, e2, e3]
    module
  refine ⟨?_, two, by rw [two, mulVec_smul, e4, smul_zero]⟩
  have h1 := transfer_comm h .up .up .down .up p q
  have h2 := transfer_comm h .down .down .down .up p q
  simp only [reduceCtorEq, if_true, if_false] at h1 h2
  have c : Sz a * excite a p .down q .up =
      excite a p .down q .up * Sz a - excite a p .down q .up := by
    simp only [Sz, smul_mul_assoc, mul_smul_comm, sub_mul, mul_sub]
    linear_combination (norm := module) (1 / 2 : ℂ) • h1 - (1 / 2 : ℂ) • h2
  rw [mulVec_mulVec, c, sub_mulVec, ← mulVec_mulVec, hz, mulVec_smul]
  push_cast
  module
```

The vectors $\varphi$, $S_+\varphi$ and $S_+^2\varphi$ thus satisfy the $S_z$ equation with $s-1$, $s$ and $s+1$. Each $F_k$ commutes with $S_-$ (`pass`), so

$$F_{s+1}F_sF_{s-1}\varphi=F_{s+1}F_sS_-S_+\varphi=F_{s+1}S_-^2S_+^2\varphi=S_-^3S_+^3\varphi=0.$$

```lean
/-- For CAR operators and `S₊ψ = 0`, `S_zψ = sψ`, the product of `S² - k(k+1)` over
`k = s-1, s, s+1` annihilates the single flip `a†_{p↓} a_{q↑} ψ`. -/
theorem flip_three_spins (h : IsCAR a) {ψ : n → ℂ} {s : ℝ} (hp : Splus a *ᵥ ψ = 0)
    (hz : Sz a *ᵥ ψ = (s : ℂ) • ψ) (p q : ι) :
    spinFilter a (s + 1) *ᵥ spinFilter a s *ᵥ spinFilter a (s - 1) *ᵥ
      excite a p .down q .up *ᵥ ψ = 0 := by
  -- each factor passes through the lowering operator
  have pass : ∀ (k : ℝ) (v : n → ℂ),
      spinFilter a k *ᵥ Sminus a *ᵥ v = Sminus a *ᵥ spinFilter a k *ᵥ v := by
    intro k v
    have c : spinFilter a k * Sminus a = Sminus a * spinFilter a k := by
      simp only [spinFilter, sub_mul, mul_sub, smul_mul_assoc, mul_smul_comm, one_mul,
        mul_one, (total_spin h).2]
    simp only [mulVec_mulVec, c]
  obtain ⟨hw, -, h3⟩ := flip_ladder h hp hz p q
  obtain ⟨f1, w1⟩ := filter_step h hw
  obtain ⟨f2, w2⟩ := filter_step h w1
  have f3 := (filter_step h w2).1
  rw [sub_add_cancel] at f2 f3
  -- the three factors become three raisings followed by three lowerings
  rw [f1, pass, f2, pass, pass, f3, h3]
  simp only [mulVec_zero]
```

## Which eigenstates can overlap the flip

Let $S^2\chi=l\chi$ with $l$ real. Since $T_{\sigma\tau}^\dagger=T_{\tau\sigma}$, the operator $S^2$ is Hermitian, and each factor becomes a number against $\chi$ (`num`):

$$\langle\chi|F_jv\rangle=\bigl(l-j(j+1)\bigr)\langle\chi|v\rangle.$$

Applied to the product formula, this gives

$$\bigl(l-(s+1)(s+2)\bigr)\bigl(l-s(s+1)\bigr)\bigl(l-(s-1)s\bigr)\langle\chi|\varphi\rangle=0.$$

If the overlap, written `star χ ⬝ᵥ ...`, is nonzero, one of the three brackets vanishes. The theorem lists the candidates for $l$; it does not say that each occurs, nor with what weight.

```lean
/-- For CAR operators and `S₊ψ = 0`, `S_zψ = sψ`, every `S²` eigenvector that overlaps the
single flip `a†_{p↓} a_{q↑} ψ` has eigenvalue `k(k+1)` with `k = s-1`, `s` or `s+1`. -/
theorem flip_spin_content (h : IsCAR a) {ψ χ : n → ℂ} {s l : ℝ} (hp : Splus a *ᵥ ψ = 0)
    (hz : Sz a *ᵥ ψ = (s : ℂ) • ψ) (p q : ι) (hχ : Ssq a *ᵥ χ = (l : ℂ) • χ)
    (hov : star χ ⬝ᵥ (excite a p .down q .up *ᵥ ψ) ≠ 0) :
    l = (s - 1) * s ∨ l = s * (s + 1) ∨ l = (s + 1) * (s + 2) := by
  have tadj : ∀ σ τ, (transfer a σ τ)ᴴ = transfer a τ σ := by
    intro σ τ
    simp [transfer, excite, conjTranspose_sum]
  have herm : (Ssq a)ᴴ = Ssq a := by
    simp [Ssq, Splus, Sminus, Sz, tadj]
  -- against χ each factor becomes a number
  have num : ∀ (j : ℝ) (v : n → ℂ), star χ ⬝ᵥ (spinFilter a j *ᵥ v) =
      ((l - j * (j + 1) : ℝ) : ℂ) * (star χ ⬝ᵥ v) := by
    intro j v
    have e : star (Ssq a *ᵥ χ) ⬝ᵥ v = star χ ⬝ᵥ (Ssq a *ᵥ v) := by
      rw [star_mulVec, herm, ← dotProduct_mulVec]
    rw [hχ, star_smul, show star (l : ℂ) = l from Complex.conj_ofReal l, smul_dotProduct,
      smul_eq_mul] at e
    rw [spinFilter, sub_mulVec, smul_mulVec, one_mulVec, dotProduct_sub, dotProduct_smul,
      smul_eq_mul, ← e]
    push_cast
    ring
  have z := congrArg (fun v => star χ ⬝ᵥ v) (flip_three_spins h hp hz p q)
  simp only [num, dotProduct_zero, mul_eq_zero, hov, or_false, Complex.ofReal_eq_zero] at z
  rcases z with z | z | z
  · exact Or.inr (Or.inr (by linear_combination z))
  · exact Or.inr (Or.inl (by linear_combination z))
  · exact Or.inl (by linear_combination z)
```

The theorem treats one pair $p,q$, whereas a spin-flip calculation restricted to single excitations uses a linear combination of flips of the same $\psi$. The step from one to the other is linearity: the same three factors annihilate every term of the sum.

## One electron in one orbital

The smallest example has four basis states: empty, $\uparrow$, $\downarrow$ and doubly occupied. The minus sign in the matrix for $a_\downarrow$ fixes the doubly occupied state as $a^\dagger_\uparrow a^\dagger_\downarrow|0\rangle$.

```lean
/-- The annihilators of one orbital in the basis empty, up, down, doubly occupied. -/
def oneOrbital : Unit → Spin → Matrix (Fin 4) (Fin 4) ℂ
  | _, .up => !![0, 1, 0, 0; 0, 0, 0, 0; 0, 0, 0, 1; 0, 0, 0, 0]
  | _, .down => !![0, 0, 1, 0; 0, 0, 0, -1; 0, 0, 0, 0; 0, 0, 0, 0]
```

Take $\psi=|\uparrow\rangle$, so $s=\tfrac12$. The flip with $p=q$ gives $\varphi=|\downarrow\rangle$. The candidates for $l$ are $-\tfrac14$, $\tfrac34$ and $\tfrac{15}4$, and a single electron has $l=\tfrac34$, the middle one. The value $-\tfrac14$ belongs to no state, because $S^2$ has no negative eigenvalues. The code checks entry by entry that these matrices obey the anticommutation relations, that $\psi$ meets both conditions, and that its flip is $|\downarrow\rangle$.

```lean
/-- The one-orbital annihilators obey the CAR; the up electron has `S₊ψ = 0` and
`S_zψ = ψ/2`, and its single flip is the down electron. -/
theorem flip_witness :
    IsCAR oneOrbital ∧ Splus oneOrbital *ᵥ ![0, 1, 0, 0] = 0 ∧
    Sz oneOrbital *ᵥ ![0, 1, 0, 0] = ((1 / 2 : ℝ) : ℂ) • ![0, 1, 0, 0] ∧
    excite oneOrbital () .down () .up *ᵥ ![0, 1, 0, 0] = ![0, 0, 1, 0] := by
  have car : IsCAR oneOrbital := by
    constructor <;> intro p σ q τ <;> cases σ <;> cases τ <;> ext i j <;>
      fin_cases i <;> fin_cases j <;>
      simp only [Matrix.add_apply, Matrix.mul_apply, Fin.sum_univ_four,
        conjTranspose_apply] <;>
      simp [oneOrbital]
  refine ⟨car, ?_, ?_, ?_⟩
  all_goals
    ext i
    fin_cases i <;>
      simp [Splus, Sz, transfer, excite, oneOrbital, Matrix.mulVec, dotProduct,
        Matrix.mul_apply, Fin.sum_univ_four]

end

end SpinFlipThreeSpins
```

```lean
#print axioms SpinFlipThreeSpins.flip_spin_content
-- 'SpinFlipThreeSpins.flip_spin_content' depends on axioms: [propext, Classical.choice, Quot.sound]
```
